# The static fermionic bubble of two free levels is a difference quotient of Fermi functions

Take one frequency, $\omega_0=\pi/\beta$ with $\beta>0$ the inverse temperature, and two distinct real level energies $a,b$, measured from the chemical potential. Putting the difference of two fractions over a common denominator gives

$$\frac{1}{(i\omega_0-a)(i\omega_0-b)}=\frac{1}{a-b}\left[\frac1{i\omega_0-a}-\frac1{i\omega_0-b}\right].$$

The same splitting works at every $\omega_n=(2n+1)\pi/\beta$, $n\in\mathbb Z$. It separates the levels. Summed with $n$ and $-n$ paired, the terms of a level with energy $x$ give $\beta\,(f(x)-\tfrac12)$, where $f(x)=1/(e^{\beta x}+1)$ is the Fermi function, and the constant cancels in the difference of the two levels. The result, proved in (g), is

$$\frac1\beta\sum_{n\in\mathbb Z}\frac{1}{(i\omega_n-a)(i\omega_n-b)}=\frac{f(a)-f(b)}{a-b}.$$

This is the occupation factor in the static linear response of non-interacting electrons.

## Frequencies, levels and the bubble

```lean
import Mathlib

open Complex (I)
open scoped Real Topology

namespace FermionicBubble

noncomputable section
```

Frequencies and occupations are real. Energies are measured from the chemical potential.

```lean
/-- The fermionic Matsubara frequency `ω_n = (2n+1)π/β`. -/
def freq (β : ℝ) (n : ℤ) : ℝ := (2 * n + 1) * π / β

/-- The Fermi function at inverse temperature `β`, with energies measured from the
chemical potential. -/
def fermi (β x : ℝ) : ℝ := 1 / (Real.exp (β * x) + 1)
```

The propagator $G_a(i\omega_n)=1/(i\omega_n-a)$ is complex. Both propagators in `bubble` carry the same frequency, so the transferred frequency is zero. The definition has no fermion-loop sign, spin factor, matrix elements or momentum sum.

```lean
/-- The free propagator `1/(iω_n - a)` of a level with energy `a`. -/
def propagator (β a : ℝ) (n : ℤ) : ℂ := 1 / (I * (freq β n : ℂ) - (a : ℂ))

/-- The static particle-hole bubble: `1/β` times the Matsubara sum of two propagators. -/
def bubble (β a b : ℝ) : ℂ := 1 / (β : ℂ) * ∑' n : ℤ, propagator β a n * propagator β b n
```

Write $z_a=\tfrac12+i\beta a/(2\pi)$ for `pole β a`.

```lean
/-- The point `1/2 + iβa/(2π)`, whose imaginary part is the level energy in units of the frequency
spacing `2π/β`. -/
def pole (β a : ℝ) : ℂ := ((1 / 2 : ℝ) : ℂ) + ((β * a / (2 * π) : ℝ) : ℂ) * I
```

## (a) Keep the denominators away from zero

Show that $0<|\omega_n|\le|i\omega_n-a|$.

**Solution.** The integer $2n+1$ is odd, so $\omega_n\ne0$. The imaginary part of $i\omega_n-a$ is $\omega_n$, and a complex number is at least as large in modulus as its imaginary part. Lean uses `omega` for the parity and `abs_im_le_norm` for the bound.

```lean
/-- The distance of `iω_n` from a real energy is at least `|ω_n|`, and `|ω_n|` is positive. -/
theorem freq_le_norm {β : ℝ} (hβ : 0 < β) (a : ℝ) (n : ℤ) :
    0 < |freq β n| ∧ |freq β n| ≤ ‖I * (freq β n : ℂ) - (a : ℂ)‖ := by
  constructor
  · have h : (2 * (n : ℝ) + 1) ≠ 0 := by
      exact_mod_cast (by omega : 2 * n + 1 ≠ 0)
    exact abs_pos.mpr (div_ne_zero (mul_ne_zero h Real.pi_ne_zero) hβ.ne')
  · have h := Complex.abs_im_le_norm (I * (freq β n : ℂ) - (a : ℂ))
    have him : (I * (freq β n : ℂ) - (a : ℂ)).im = freq β n := by simp
    rwa [him] at h
```

## (b) Bound the series uniformly in the energies

Find one summable bound for the products $G_aG_b$ that serves all $a,b$.

**Solution.** By (a), $|G_a(i\omega_n)G_b(i\omega_n)|\le1/\omega_n^2=(\beta/\pi)^2/(2n+1)^2$. The odd integers form a subfamily of $\mathbb Z$, over which inverse squares are summable; `comp_injective` expresses this.

```lean
/-- The terms of the bubble are dominated by one summable sequence for all level energies. -/
theorem exists_summable_bound {β : ℝ} (hβ : 0 < β) :
    ∃ u : ℤ → ℝ, Summable u ∧
      ∀ (a b : ℝ) (n : ℤ), ‖propagator β a n * propagator β b n‖ ≤ u n := by
  refine ⟨fun n => 1 / freq β n ^ 2, ?_, fun a b n => ?_⟩
  · -- the odd integers are a subfamily of all integers
    have h := (Real.summable_one_div_int_pow.mpr (by norm_num : 1 < 2)).comp_injective
      (i := fun n : ℤ => 2 * n + 1) (by
        intro x y hxy
        have h' : 2 * x + 1 = 2 * y + 1 := hxy
        omega)
    have e : (fun n : ℤ => 1 / freq β n ^ 2) =
        fun n : ℤ => (β / π) ^ 2 * (1 / ((2 * n + 1 : ℤ) : ℝ) ^ 2) := by
      funext n
      have hn : (2 * (n : ℝ) + 1) ≠ 0 := by
        exact_mod_cast (by omega : 2 * n + 1 ≠ 0)
      have hπ := Real.pi_ne_zero
      unfold freq
      push_cast
      field_simp
    rw [e]
    exact h.mul_left _
  · obtain ⟨h0, ha⟩ := freq_le_norm hβ a n
    have hb := (freq_le_norm hβ b n).2
    simp only [propagator, norm_mul, norm_div, norm_one]
    calc 1 / ‖I * (freq β n : ℂ) - (a : ℂ)‖ * (1 / ‖I * (freq β n : ℂ) - (b : ℂ)‖)
        ≤ 1 / |freq β n| * (1 / |freq β n|) := by gcongr
      _ = 1 / freq β n ^ 2 := by
        rw [div_mul_div_comm, one_mul, abs_mul_abs_self, sq]
```

## (c) Separate the two levels

For $a\ne b$, show that $G_aG_b=(G_a-G_b)/(a-b)$ at each frequency.

**Solution.** The numerator of $G_a-G_b$ over the common denominator is $(i\omega_n-b)-(i\omega_n-a)=a-b$. Part (a) supplies the nonzero denominators, and `ring` checks the numerator.

```lean
/-- Partial fractions: a product of two propagators is their difference divided by the
difference of the energies. -/
theorem propagator_mul {β a b : ℝ} (hβ : 0 < β) (hab : a ≠ b) (n : ℤ) :
    propagator β a n * propagator β b n =
      (propagator β a n - propagator β b n) / ((a : ℂ) - b) := by
  have hne (c : ℝ) : I * (freq β n : ℂ) - (c : ℂ) ≠ 0 :=
    norm_pos_iff.mp (lt_of_lt_of_le (freq_le_norm hβ c n).1 (freq_le_norm hβ c n).2)
  have hd : (a : ℂ) - b ≠ 0 := sub_ne_zero.mpr (by exact_mod_cast hab)
  unfold propagator
  rw [eq_div_iff hd, div_sub_div _ _ (hne a) (hne b), div_mul_div_comm, div_mul_eq_mul_div]
  congr 1
  ring
```

## (d) Rescale to integer spacing

Write $G_a(i\omega_n)$ as a multiple of $1/(z_a+n)$.

**Solution.** Expanding,
$$\frac{2\pi i}{\beta}(z_a+n)=\frac{i\pi(2n+1)}{\beta}-a=i\omega_n-a,$$
so $G_a(i\omega_n)=\dfrac{\beta}{2\pi i}\,\dfrac1{z_a+n}$. The identity is `h` in the proof, which then inverts it.

```lean
/-- The propagator is `β/(2πi)` times `1/(z + n)`, where `z` is `pole β a`. -/
theorem propagator_eq {β : ℝ} (hβ : 0 < β) (a : ℝ) (n : ℤ) :
    propagator β a n = β / (2 * π * I) * (1 / (pole β a + n)) := by
  have hb : (β : ℂ) ≠ 0 := by exact_mod_cast hβ.ne'
  have hπ : (π : ℂ) ≠ 0 := by exact_mod_cast Real.pi_ne_zero
  have h0 : (2 * π * I / β) * ((β * a / (2 * π)) * I) = I ^ 2 * (a : ℂ) := by field_simp
  have h : I * (freq β n : ℂ) - (a : ℂ) = (2 * π * I / β) * (pole β a + n) := by
    unfold freq pole
    push_cast
    linear_combination -h0 - (a : ℂ) * Complex.I_sq
  rw [propagator, h, one_div, mul_inv, inv_div, one_div]
```

## (e) Find the Fermi function in a cotangent

Evaluate $\cot(\pi z_a)$.

**Solution.** Let $E=e^{\beta a}$. Then $e^{2\pi i z_a}=e^{i\pi-\beta a}=-1/E$, and
$$\cot(\pi z_a)=\frac{e^{2\pi iz_a}+1}{i(1-e^{2\pi iz_a})}=-i\,\frac{E-1}{E+1}=-i\,(1-2f(a)).$$
The algebra in $E$ is the step `key`.

```lean
/-- The cotangent of `π` times `pole β a` is `-i(1 - 2f(a))`. -/
theorem cot_pole (β a : ℝ) :
    Complex.cot (π * pole β a) = -I * (1 - 2 * (fermi β a : ℂ)) := by
  have hπ : (π : ℂ) ≠ 0 := by exact_mod_cast Real.pi_ne_zero
  have h0 : (π : ℂ) * (β * a / (2 * π)) = β * a / 2 := by field_simp
  have h : 2 * I * (π * pole β a) = π * I - (β : ℂ) * a := by
    unfold pole
    push_cast
    linear_combination 2 * I ^ 2 * h0 + (β : ℂ) * a * Complex.I_sq
  have hf : (fermi β a : ℂ) = 1 / (Complex.exp ((β : ℂ) * a) + 1) := by simp [fermi]
  have h1 : Complex.exp ((β : ℂ) * a) + 1 ≠ 0 := by
    have h2 : ((Real.exp (β * a) + 1 : ℝ) : ℂ) ≠ 0 :=
      Complex.ofReal_ne_zero.mpr (by positivity)
    push_cast at h2
    exact h2
  have key : ∀ E : ℂ, E ≠ 0 → E + 1 ≠ 0 →
      (-1 / E + 1) / (I * (1 - -1 / E)) = -I * (1 - 2 * (1 / (E + 1))) := by
    intro E hE hE1
    have hd : 1 - -1 / E = (E + 1) / E := by
      field_simp
      ring
    have hq : -1 / E + 1 = (1 - 2 * (1 / (E + 1))) * ((E + 1) / E) := by
      field_simp
      ring
    rw [hd, div_eq_iff (mul_ne_zero Complex.I_ne_zero (div_ne_zero hE1 hE))]
    linear_combination hq + (1 - 2 * (1 / (E + 1))) * ((E + 1) / E) * Complex.I_sq
  rw [Complex.cot_eq_exp_ratio, h, Complex.exp_sub, Complex.exp_pi_mul_I, hf]
  exact key _ (Complex.exp_ne_zero _) h1
```

## (f) Sum one level's poles in pairs

Show that
$$\sum_{m\ge1}\left[\frac1{z_a-m}+\frac1{z_a+m}\right]=-i\pi(1-2f(a))-\frac1{z_a}.$$

**Solution.** Since $\operatorname{Re}z_a=\tfrac12$, $z_a$ is not an integer. The cotangent pole expansion, taken from Mathlib as `cot_series_rep'`, gives $\pi\cot(\pi z_a)-1/z_a$ for the left side; now use (e). For convergence, each pair equals $2z_a/((z_a-m)(z_a+m))$. Both factors have modulus at least $m/2$, so the pair is at most $8|z_a|/m^2$. Lean's index starts at zero, with $m=n+1$.

```lean
/-- The simple poles at `±(n+1)`, added in pairs, sum to the Fermi factor
`-iπ(1 - 2f(a))` less the central term. -/
theorem hasSum_pole_pairs (β a : ℝ) :
    HasSum (fun n : ℕ => 1 / (pole β a - (n + 1)) + 1 / (pole β a + (n + 1)))
      (π * (-I * (1 - 2 * (fermi β a : ℂ))) - 1 / pole β a) := by
  have hre : (pole β a).re = 1 / 2 := by
    rw [pole, Complex.add_re, Complex.ofReal_re, Complex.re_ofReal_mul, Complex.I_re]
    ring
  have hz : ¬ ∃ n : ℤ, (n : ℂ) = pole β a := by
    rintro ⟨n, hn⟩
    have h := congrArg Complex.re hn
    rw [hre, Complex.intCast_re] at h
    have h2 : (2 * (n : ℝ)) = 1 := by linarith
    have h3 : 2 * n = 1 := by exact_mod_cast h2
    omega
  rw [← cot_pole, cot_series_rep' hz]
  apply Summable.hasSum
  -- each pair decays like the inverse square of n + 1
  have hs : Summable (fun n : ℕ => 1 / (((n + 1 : ℕ) : ℝ)) ^ 2) :=
    (summable_nat_add_iff 1).mpr (Real.summable_one_div_nat_pow.mpr (by norm_num : 1 < 2))
  refine Summable.of_norm_bounded (hs.mul_left (4 * ‖2 * pole β a‖)) fun n => ?_
  have hn : (0 : ℝ) ≤ n := Nat.cast_nonneg n
  have h1 : ((n : ℝ) + 1) / 2 ≤ ‖pole β a - (n + 1)‖ := by
    have h := Complex.abs_re_le_norm (pole β a - ((n : ℂ) + 1))
    have e : (pole β a - ((n : ℂ) + 1)).re = 1 / 2 - ((n : ℝ) + 1) := by simp [hre]
    rw [e] at h
    linarith [neg_le_abs (1 / 2 - ((n : ℝ) + 1))]
  have h2 : ((n : ℝ) + 1) / 2 ≤ ‖pole β a + (n + 1)‖ := by
    have h := Complex.abs_re_le_norm (pole β a + ((n : ℂ) + 1))
    have e : (pole β a + ((n : ℂ) + 1)).re = 1 / 2 + ((n : ℝ) + 1) := by simp [hre]
    rw [e] at h
    linarith [le_abs_self (1 / 2 + ((n : ℝ) + 1))]
  have hp : 0 < ((n : ℝ) + 1) / 2 := by positivity
  rw [div_add_div _ _ (norm_pos_iff.mp (hp.trans_le h1)) (norm_pos_iff.mp (hp.trans_le h2)),
    show 1 * (pole β a + ((n : ℂ) + 1)) + (pole β a - ((n : ℂ) + 1)) * 1 = 2 * pole β a by ring,
    norm_div, norm_mul (pole β a - ((n : ℂ) + 1))]
  calc ‖2 * pole β a‖ / (‖pole β a - (n + 1)‖ * ‖pole β a + (n + 1)‖)
      ≤ ‖2 * pole β a‖ / (((n : ℝ) + 1) / 2 * (((n : ℝ) + 1) / 2)) := by gcongr
    _ = 4 * ‖2 * pole β a‖ * (1 / (((n + 1 : ℕ) : ℝ)) ^ 2) := by
      push_cast
      field_simp
      ring
```

## (g) Evaluate the bubble

For $a\ne b$, prove absolute convergence and the formula above.

**Solution.** Convergence is (b). Put $K=\beta/(2\pi i(a-b))$. By (c) and (d), the terms are
$$F_n=K\left[\frac1{z_a+n}-\frac1{z_b+n}\right].$$
Absolute convergence permits pairing, and (f) gives
$$\sum_nF_n=F_0+\sum_{m\ge1}(F_m+F_{-m})=K\cdot2\pi i\,(f(a)-f(b))=\beta\,\frac{f(a)-f(b)}{a-b}.$$
The terms $1/z_a$ and $1/z_b$ cancel against $F_0$. Dividing by $\beta$ finishes the calculation. In Lean, `nat_add_neg` pairs the series and `h1.unique h2` equates its two evaluations. The theorem states the real answer as a complex number.

```lean
/-- The fermionic particle-hole bubble: for distinct level energies the Matsubara sum
converges absolutely, and the bubble is `(f(a) - f(b))/(a - b)`. -/
theorem bubble_eq {β a b : ℝ} (hβ : 0 < β) (hab : a ≠ b) :
    (Summable fun n : ℤ => ‖propagator β a n * propagator β b n‖) ∧
      bubble β a b = (((fermi β a - fermi β b) / (a - b) : ℝ) : ℂ) := by
  obtain ⟨u, hu, hbound⟩ := exists_summable_bound hβ
  refine ⟨Summable.of_nonneg_of_le (fun _ => norm_nonneg _) (hbound a b) hu, ?_⟩
  have hb : (β : ℂ) ≠ 0 := by exact_mod_cast hβ.ne'
  have hπ : (π : ℂ) ≠ 0 := by exact_mod_cast Real.pi_ne_zero
  have hI := Complex.I_ne_zero
  have hd : (a : ℂ) - b ≠ 0 := sub_ne_zero.mpr (by exact_mod_cast hab)
  obtain ⟨F, hF⟩ : ∃ F : ℤ → ℂ, F = fun n => propagator β a n * propagator β b n := ⟨_, rfl⟩
  obtain ⟨K, hK⟩ : ∃ K : ℂ, K = β / (2 * π * I) / ((a : ℂ) - b) := ⟨_, rfl⟩
  have hK2 : K * (2 * π * I) = β / ((a : ℂ) - b) := by rw [hK]; field_simp
  have hFn (n : ℤ) : F n = K * (1 / (pole β a + n) - 1 / (pole β b + n)) := by
    simp only [hF]
    rw [propagator_mul hβ hab, propagator_eq hβ, propagator_eq hβ, hK]
    ring
  have hs : Summable F := by
    rw [hF]
    exact Summable.of_norm_bounded hu (hbound a b)
  -- sum the integer series in pairs n, -n and compare with the cotangent expansion
  have h1 := (hasSum_nat_add_iff' 1).mpr hs.hasSum.nat_add_neg
  have h2 := ((hasSum_pole_pairs β a).sub (hasSum_pole_pairs β b)).mul_left K
  have e : (fun n : ℕ => F ((n + 1 : ℕ) : ℤ) + F (-((n + 1 : ℕ) : ℤ))) = fun n : ℕ =>
      K * ((1 / (pole β a - (n + 1)) + 1 / (pole β a + (n + 1))) -
        (1 / (pole β b - (n + 1)) + 1 / (pole β b + (n + 1)))) := by
    funext n
    rw [hFn, hFn]
    push_cast
    ring
  rw [← e] at h2
  have h3 := h1.unique h2
  rw [Finset.sum_range_one, Nat.cast_zero, neg_zero] at h3
  have h0 : F 0 = K * (1 / pole β a - 1 / pole β b) := by
    rw [hFn, Int.cast_zero, add_zero, add_zero]
  have hS : ∑' n, F n = β * (((fermi β a : ℂ) - fermi β b) / ((a : ℂ) - b)) := by
    linear_combination h3 + h0 + ((fermi β a : ℂ) - fermi β b) * hK2
  rw [bubble, ← hF, hS, ← mul_assoc, one_div_mul_cancel hb, one_mul]
  push_cast
  rfl
```

## (h) Let the levels coincide

Show that the bubble at $b=a$ is $f'(a)$.

**Solution.** Each term is continuous in $b$, and the bound in (b) does not depend on $b$, so the bubble is continuous in $b$. For $b\ne a$ it is the difference quotient of $f$, by (g). Its limit as $b\to a$ is therefore both the bubble at $a$ and the derivative. These steps are `continuous_tsum` and `hasDerivAt_iff_tendsto_slope`; the derivative is that of $f$ as a complex-valued function of a real variable.

```lean
/-- For two equal level energies the bubble is the derivative of the Fermi function. -/
theorem hasDerivAt_fermi_bubble {β : ℝ} (hβ : 0 < β) (a : ℝ) :
    HasDerivAt (fun x : ℝ => (fermi β x : ℂ)) (bubble β a a) a := by
  obtain ⟨u, hu, hbound⟩ := exists_summable_bound hβ
  -- the uniform bound makes the bubble continuous in the second energy
  have hc : Continuous fun b : ℝ => bubble β a b := by
    unfold bubble
    refine continuous_const.mul (continuous_tsum (fun n => ?_) hu fun n b => hbound a b n)
    unfold propagator
    refine continuous_const.mul (continuous_const.div
      (continuous_const.sub Complex.continuous_ofReal) fun b => ?_)
    exact norm_pos_iff.mp (lt_of_lt_of_le (freq_le_norm hβ b n).1 (freq_le_norm hβ b n).2)
  rw [hasDerivAt_iff_tendsto_slope]
  refine Filter.Tendsto.congr' ?_ (hc.continuousAt.tendsto.mono_left nhdsWithin_le_nhds)
  filter_upwards [self_mem_nhdsWithin] with b hb
  have hab : a ≠ b := fun h => hb h.symm
  -- away from a the bubble is the difference quotient
  rw [(bubble_eq hβ hab).2, slope_def_module, Complex.real_smul]
  push_cast
  rw [← neg_sub (b : ℂ) (a : ℂ), ← neg_sub (fermi β b : ℂ) (fermi β a : ℂ),
    neg_div_neg_eq, div_eq_inv_mul]

end

end FermionicBubble
```

```lean
#print axioms FermionicBubble.hasDerivAt_fermi_bubble
```

```
'FermionicBubble.hasDerivAt_fermi_bubble' depends on axioms: [propext, Classical.choice, Quot.sound]
```
